# For a continuous positive density on a closed bounded interval, the zero-flux Sturm–Liouville equation with continuous source is solvable exactly when the source integrates to zero

Q: Your equation is $(n_0 u')' = f$ on an interval $[a,b]$ with $a<b$, where $n_0$ is a density, $u$ a potential and $f$ a source. It looks second order in $u$, yet you never ask $u$ to have a second derivative. What counts as a solution?

A: A function $u$ with a continuous first derivative $g$ on $[a,b]$, such that the product $n_0 g$ is differentiable with derivative $f$. I call that product the flux. Expanding the equation to $n_0 u'' + n_0' u' = f$ would require a differentiable density, and the argument needs only a continuous one. At $a$ and $b$ the derivatives are one-sided, and the flux must vanish at both ends.

Q: Where does this equation arise in van Leeuwen's construction?

A: There one looks for a potential that makes a second system reproduce a given time-dependent density. Expand in time about the initial moment. In one dimension, each Taylor coefficient $u$ of the potential obeys this equation, with $n_0$ the initial density and $f$ fixed by the prescribed density, the initial state and the lower coefficients. In time-dependent density functional theory this is the spatial step in building a Kohn–Sham potential, treated here for one dimension, a finite interval and a density without zeros.

Q: And the zero flux at the ends? You have simply postulated it.

A: Yes. Up to sign, $n_0 u'$ is the force density that $u$ exerts on the initial density. Setting it to zero at $a$ and $b$ says that the potential drives no current through the ends, as suits a system that exchanges no particles there. On a ring, periodic conditions would take its place. Since $n_0>0$, it is the same as $u'(a)=u'(b)=0$.

Q: Show me the solution by hand before any code.

A: Let $F(x)=\int_a^x f(t)\,dt$ be the source accumulated from the left end. Suppose $u$ is a solution with gradient $g$. Both $n_0 g$ and $F$ have derivative $f$, so their difference is constant:

$$n_0(x)g(x)-F(x)=n_0(a)g(a)-F(a)=0-0=0.$$

Hence $n_0 g=F$ on the whole interval. At the right end this gives

$$\int_a^b f(t)\,dt=F(b)=n_0(b)g(b)=0,$$

so the total source must vanish. Dividing by the positive density gives $u'=F/n_0$, and a second integration gives

$$u(x)=u(a)+\int_a^x\frac{F(t)}{n_0(t)}\,dt.$$

Q: That shows what a solution must look like. Does the formula always give one?

A: It does if the total source vanishes. Take any constant $c$ and set $u(x)=c+\int_a^x F/n_0$. The integrand is continuous, so $u'=F/n_0$ is continuous. The flux is $n_0u'=F$, whose derivative is $f$. It vanishes at $a$ because $F(a)=0$, and at $b$ because $F(b)=\int_a^b f=0$. Two solutions share the same integral and differ only in $c$. Physically, a spatially constant shift of the potential changes the phase of the wavefunction and leaves the density alone.

Q: Now the Lean version. How do I know that it describes the same problem?

A: The file opens with its import and namespace, followed by the accumulated source.

```lean
import Mathlib

open Set

namespace VanLeeuwenSturmLiouville

noncomputable section

/-- The source accumulated between the left end `a` and the point `x`. -/
def cumulativeSource (a : ℝ) (f : ℝ → ℝ) (x : ℝ) : ℝ := ∫ t in a..x, f t
```

`cumulativeSource a f x` is $F(x)$. The next definition says what a solution is.

```lean
/-- The potential `u` is continuously differentiable on `[a, b]` with gradient `g`, the flux
`n₀ g` has derivative `f` there, and the flux vanishes at both ends. -/
def IsZeroFluxSolution (a b : ℝ) (n₀ f u : ℝ → ℝ) : Prop :=
  ∃ g : ℝ → ℝ, ContinuousOn g (Icc a b) ∧
    (∀ x ∈ Icc a b, HasDerivWithinAt u (g x) (Icc a b) x) ∧
    (∀ x ∈ Icc a b, HasDerivWithinAt (fun y => n₀ y * g y) (f x) (Icc a b) x) ∧
    n₀ a * g a = 0 ∧ n₀ b * g b = 0
```

The density, source and potential are functions `ℝ → ℝ`, but only their values on `Icc a b`, the closed interval $[a,b]$, matter. The four requirements on `g` are the ones I gave you: it is continuous, it is the derivative of `u`, the flux has derivative `f`, and the flux vanishes at both ends. `HasDerivWithinAt … (Icc a b) x` is a derivative taken through points of the interval, hence two-sided inside and one-sided at an end.

Q: The gradient is introduced by "there exists". Could someone choose a convenient `g` unrelated to `u`?

A: No. For $a<b$, a function has at most one derivative within $[a,b]$ at each point of the interval, so `u` determines `g` there. Outside the interval `g` is arbitrary, and nothing depends on it.

Q: What does the main theorem then say, and what does it leave to the physicist?

A: `isZeroFluxSolution_iff` assumes $a<b$, a continuous positive `n₀` and a continuous `f`, all on $[a,b]$. For every `u`, it says that `u` is a zero-flux solution if and only if the total source is zero and some constant `c` makes $u(x)=c+\int_a^x F/n_0$ hold throughout $[a,b]$.

The file contains no wavefunction and no time variable. Computing $f$ from a many-body state, passing from one Taylor coefficient to the next, and summing the series into a potential are the rest of van Leeuwen's argument. Three-dimensional densities and infinite domains need other analysis.

Q: Then $\int_a^b f=0$ is a condition on an arbitrary function. Shouldn't the physics supply it?

A: In the application it should. Conservation of particle number supplies it, provided that the internal forces also push nothing through the ends. Here `f` is any continuous function, and the theorem identifies the condition that the physics has to meet.

Q: Let me see the proof. By hand you used "same derivative, hence constant difference" without comment.

A: That is the first lemma.

```lean
/-- Two functions with the same derivative on `[a, b]`, where `a < b`, have a constant
difference there. -/
theorem sub_eq_of_same_deriv {a b : ℝ} (hab : a < b) {p q r : ℝ → ℝ}
    (hp : ∀ x ∈ Icc a b, HasDerivWithinAt p (r x) (Icc a b) x)
    (hq : ∀ x ∈ Icc a b, HasDerivWithinAt q (r x) (Icc a b) x) :
    ∀ x ∈ Icc a b, p x - q x = p a - q a := by
  have hd : ∀ x ∈ Icc a b, HasDerivWithinAt (fun y => p y - q y) 0 (Icc a b) x :=
    fun x hx => ((hp x hx).fun_sub (hq x hx)).congr_deriv (sub_self _)
  intro x hx
  exact constant_of_derivWithin_zero (fun y hy => (hd y hy).differentiableWithinAt)
    (fun y hy => (hd y (Ico_subset_Icc_self hy)).derivWithin
      (uniqueDiffOn_Icc hab y (Ico_subset_Icc_self hy))) x hx
```

The difference `p - q` has derivative zero on the interval, and Mathlib's `constant_of_derivWithin_zero` then says that it keeps its value at `a`.

Q: And differentiating an integral at an endpoint, where the integrand is controlled on one side only?

A: The second lemma deals with that.

```lean
/-- The integral from `a` of a function continuous on `[a, b]` has that function as its
derivative on `[a, b]`, one-sided at the ends. -/
theorem hasDerivWithinAt_integral {a b : ℝ} (hab : a < b) {g : ℝ → ℝ}
    (hg : ContinuousOn g (Icc a b)) :
    ∀ x ∈ Icc a b, HasDerivWithinAt (fun y => ∫ t in a..y, g t) (g x) (Icc a b) x := by
  -- extend `g` by its end values to a continuous function on the line
  have hG : Continuous (fun t => g (max a (min b t))) :=
    hg.comp_continuous (by fun_prop)
      (fun t => ⟨le_max_left _ _, max_le hab.le (min_le_left _ _)⟩)
  have hGg : ∀ t ∈ Icc a b, g (max a (min b t)) = g t := by
    intro t ht
    rw [min_eq_right ht.2, max_eq_right ht.1]
  have hint : ∀ y ∈ Icc a b,
      (∫ t in a..y, g t) = ∫ t in a..y, g (max a (min b t)) := by
    intro y hy
    apply intervalIntegral.integral_congr
    intro t ht
    rw [uIcc_of_le hy.1] at ht
    exact (hGg t ⟨ht.1, ht.2.trans hy.2⟩).symm
  intro x hx
  have hd := (hG.integral_hasStrictDerivAt a x).hasDerivAt.hasDerivWithinAt (s := Icc a b)
  exact (hd.congr hint (hint x hx)).congr_deriv (hGg x hx)
```

It replaces `g` by `g (max a (min b t))`, which agrees with `g` on $[a,b]$ and continues it with its end values outside. This extension is continuous on the whole line, so the usual fundamental theorem of calculus applies at every point. The two integrals agree for upper limits in $[a,b]$, and the derivative carries over to the original integral.

Q: So the flux identity $n_0g=F$ comes from combining the two?

A: Yes, together with the zero flux at $a$.

```lean
/-- If the flux `n₀ g` has the continuous derivative `f` on `[a, b]`, where `a < b`, and vanishes
at `a`, then it equals the accumulated source at each point of `[a, b]`. -/
theorem flux_eq_cumulativeSource {a b : ℝ} (hab : a < b) {n₀ f g : ℝ → ℝ}
    (hf : ContinuousOn f (Icc a b))
    (hflux : ∀ x ∈ Icc a b, HasDerivWithinAt (fun y => n₀ y * g y) (f x) (Icc a b) x)
    (ha : n₀ a * g a = 0) :
    ∀ x ∈ Icc a b, n₀ x * g x = cumulativeSource a f x := by
  intro x hx
  have h : n₀ x * g x - (∫ t in a..x, f t) = n₀ a * g a - ∫ t in a..a, f t :=
    sub_eq_of_same_deriv hab hflux (hasDerivWithinAt_integral hab hf) x hx
  rw [intervalIntegral.integral_same, ha] at h
  unfold cumulativeSource
  linarith
```

The intermediate statement `h` is the constant-difference equation from the derivation. The integral from `a` to `a` is zero, the flux at `a` is zero, and what remains is $n_0(x)g(x)=F(x)$.

Q: Where does positivity enter the main proof?

A: It makes $F/n_0$ continuous, and it allows the division that recovers the gradient.

```lean
/-- For a continuous positive density `n₀` and a continuous source `f` on `[a, b]`, where `a < b`,
the zero-flux solutions exist only for vanishing total source, and are then exactly the functions
given on `[a, b]` by a constant plus the integral of the accumulated source over the density. -/
theorem isZeroFluxSolution_iff {a b : ℝ} (hab : a < b) {n₀ f : ℝ → ℝ}
    (hn : ContinuousOn n₀ (Icc a b)) (hpos : ∀ x ∈ Icc a b, 0 < n₀ x)
    (hf : ContinuousOn f (Icc a b)) (u : ℝ → ℝ) :
    IsZeroFluxSolution a b n₀ f u ↔
      (∫ t in a..b, f t) = 0 ∧
        ∃ c : ℝ, ∀ x ∈ Icc a b, u x = c + ∫ t in a..x, cumulativeSource a f t / n₀ t := by
  have hF : ∀ x ∈ Icc a b,
      HasDerivWithinAt (cumulativeSource a f) (f x) (Icc a b) x :=
    hasDerivWithinAt_integral hab hf
  have hFc : ContinuousOn (cumulativeSource a f) (Icc a b) :=
    fun x hx => (hF x hx).continuousWithinAt
  have hq : ContinuousOn (fun t => cumulativeSource a f t / n₀ t) (Icc a b) :=
    hFc.div hn (fun x hx => (hpos x hx).ne')
  have hW := hasDerivWithinAt_integral hab hq
  constructor
  · rintro ⟨g, -, hu, hflux, ha, hb⟩
    have hfl := flux_eq_cumulativeSource hab hf hflux ha
    refine ⟨(hfl b (right_mem_Icc.mpr hab.le)).symm.trans hb, u a, ?_⟩
    -- divide the flux by the density, then integrate once more
    have hu' : ∀ x ∈ Icc a b,
        HasDerivWithinAt u (cumulativeSource a f x / n₀ x) (Icc a b) x := by
      intro x hx
      refine (hu x hx).congr_deriv ?_
      rw [eq_div_iff (hpos x hx).ne', mul_comm]
      exact hfl x hx
    intro x hx
    have h : u x - (∫ t in a..x, cumulativeSource a f t / n₀ t)
        = u a - ∫ t in a..a, cumulativeSource a f t / n₀ t :=
      sub_eq_of_same_deriv hab hu' hW x hx
    rw [intervalIntegral.integral_same] at h
    linarith
  · rintro ⟨h0, c, hc⟩
    have hmul : ∀ x ∈ Icc a b,
        n₀ x * (cumulativeSource a f x / n₀ x) = cumulativeSource a f x := by
      intro x hx
      have hne := (hpos x hx).ne'
      field_simp
    refine ⟨fun t => cumulativeSource a f t / n₀ t, hq, ?_, ?_, ?_, ?_⟩
    · intro x hx
      exact ((hW x hx).const_add c).congr hc (hc x hx)
    · intro x hx
      exact (hF x hx).congr hmul (hmul x hx)
    · exact (hmul a (left_mem_Icc.mpr hab.le)).trans intervalIntegral.integral_same
    · exact (hmul b (right_mem_Icc.mpr hab.le)).trans h0
```

The facts before `constructor` record that $F$ has derivative $f$, that $F/n_0$ is continuous, and that its integral has derivative $F/n_0$. In the forward direction, the flux identity at `b` gives the vanishing total source. Dividing by the density then gives `hu'`, the statement $u'=F/n_0$, and the constant-difference lemma produces the formula with $c=u(a)$. The assumed continuity of `g` is not used here, since the flux identity already implies it.

In the reverse direction the proof supplies $F/n_0$ as the gradient. Its four final bullets check the derivative of $u$, the derivative of the flux, and the zero flux at each end, in the order of the calculation by hand.

Q: I would want existence stated without a formula in it.

A: That is a corollary.

```lean
/-- For a continuous positive density and a continuous source on `[a, b]`, where `a < b`, a
zero-flux solution exists if and only if the total source vanishes. -/
theorem exists_solution_iff {a b : ℝ} (hab : a < b) {n₀ f : ℝ → ℝ}
    (hn : ContinuousOn n₀ (Icc a b)) (hpos : ∀ x ∈ Icc a b, 0 < n₀ x)
    (hf : ContinuousOn f (Icc a b)) :
    (∃ u, IsZeroFluxSolution a b n₀ f u) ↔ (∫ t in a..b, f t) = 0 := by
  constructor
  · rintro ⟨u, hu⟩
    exact ((isZeroFluxSolution_iff hab hn hpos hf u).mp hu).1
  · intro h0
    exact ⟨fun x => 0 + ∫ t in a..x, cumulativeSource a f t / n₀ t,
      (isZeroFluxSolution_iff hab hn hpos hf _).mpr ⟨h0, 0, fun _ _ => rfl⟩⟩
```

If any solution exists, the main theorem forces the total source to vanish. If the total source vanishes, the formula with $c=0$ is a solution.

Q: And uniqueness?

A: Write both solutions by the formula, with constants `c` for `u` and `d` for `v`. The integrals cancel, and `v` exceeds `u` by `d - c`.

```lean
/-- For a continuous positive density and a continuous source on `[a, b]`, where `a < b`, two
zero-flux solutions differ on `[a, b]` by a constant. -/
theorem solution_unique_up_to_constant {a b : ℝ} (hab : a < b) {n₀ f u v : ℝ → ℝ}
    (hn : ContinuousOn n₀ (Icc a b)) (hpos : ∀ x ∈ Icc a b, 0 < n₀ x)
    (hf : ContinuousOn f (Icc a b))
    (hu : IsZeroFluxSolution a b n₀ f u) (hv : IsZeroFluxSolution a b n₀ f v) :
    ∃ c : ℝ, ∀ x ∈ Icc a b, v x = u x + c := by
  obtain ⟨-, c, hc⟩ := (isZeroFluxSolution_iff hab hn hpos hf u).mp hu
  obtain ⟨-, d, hd⟩ := (isZeroFluxSolution_iff hab hn hpos hf v).mp hv
  refine ⟨d - c, fun x hx => ?_⟩
  rw [hc x hx, hd x hx]
  ring
```

Q: My last doubt is about positivity. A density in a box with hard walls goes to zero at the walls, typically as the square of the distance. Is one zero at an endpoint really harmful?

A: For the equation as such, it can be. Take $n_0(x)=x^2$ and $f(x)=1-2x$ on $[0,1]$. This is a mathematical example: the density integrates to $1/3$ (a factor of 3 would make it one particle and leave the obstruction in place), and I do not claim that this source comes from a quantum state. The total source is $\int_0^1(1-2x)\,dx=0$, so the solvability condition holds. But $x-x^2$ also has derivative $f$ and vanishes at $0$, as does the flux $x^2g(x)$. Therefore $x^2g(x)=x-x^2$, and for $0<x\le 1$

$$g(x)=\frac{1-x}{x}.$$

This grows without bound as $x\to0$, whereas a continuous gradient on $[0,1]$ is bounded.

Q: So no hard-wall density can be treated this way?

A: That would be too strong. The example pairs one density with one source. A source that is weak enough near the wall can leave $F/n_0$ with a finite limit there, so each such case needs its own look at the ratio.

Q: How does the Lean proof turn "unbounded" into a contradiction?

A: It takes a bound $C\ge0$ on $|g|$ and evaluates at $x=1/(C+2)$, which lies in $[0,1]$. There $g(x)=(1-x)/x=C+1$, which exceeds $C$. In the code, `h` is the flux identity, `h1` is that identity divided by $x$, and `h3` is the bound multiplied by $x$; the last two are incompatible. The boundary conditions are never used, so dropping them would not produce a solution either.

```lean
/-- For the density `x²` on `[0, 1]`, which vanishes at the left end, the source `1 - 2x` has
total zero and yet there is no zero-flux solution. -/
theorem no_solution_of_vanishing_density :
    (∫ x in (0 : ℝ)..1, (1 - 2 * x)) = 0 ∧
      ¬ ∃ u, IsZeroFluxSolution 0 1 (fun x => x ^ 2) (fun x => 1 - 2 * x) u := by
  have hP : ∀ x : ℝ, HasDerivAt (fun y : ℝ => y - y ^ 2) (1 - 2 * x) x := fun x =>
    ((hasDerivAt_id' x).fun_sub (hasDerivAt_pow 2 x)).congr_deriv (by norm_num)
  constructor
  · rw [intervalIntegral.integral_eq_sub_of_hasDerivAt (fun x _ => hP x)
      (Continuous.intervalIntegrable (by fun_prop) _ _)]
    norm_num
  · rintro ⟨u, g, hg, -, hflux, -, -⟩
    -- a continuous gradient is bounded on `[0, 1]`
    obtain ⟨C, hC⟩ := isCompact_Icc.exists_bound_of_continuousOn hg
    have hC0 : 0 ≤ C := (norm_nonneg _).trans (hC 0 (by norm_num))
    obtain ⟨x, hx0, hxC⟩ : ∃ x : ℝ, 0 < x ∧ x * (C + 2) = 1 :=
      ⟨1 / (C + 2), by positivity, by field_simp⟩
    have hx : x ∈ Icc (0 : ℝ) 1 := ⟨hx0.le, by nlinarith [mul_nonneg hx0.le hC0]⟩
    have h : x ^ 2 * g x - (x - x ^ 2) = 0 ^ 2 * g 0 - (0 - 0 ^ 2) :=
      sub_eq_of_same_deriv one_pos hflux (fun y _ => (hP y).hasDerivWithinAt) x hx
    -- the flux identity makes the gradient exceed the bound near the zero of the density
    have h1 : x * g x = 1 - x := mul_left_cancel₀ hx0.ne' (by linear_combination h)
    have h2 : g x ≤ C := (le_abs_self _).trans (hC x hx)
    have h3 : x * g x ≤ x * C := mul_le_mul_of_nonneg_left h2 hx0.le
    linarith

end

end VanLeeuwenSturmLiouville
```

```lean
#print axioms VanLeeuwenSturmLiouville.isZeroFluxSolution_iff
#print axioms VanLeeuwenSturmLiouville.exists_solution_iff
#print axioms VanLeeuwenSturmLiouville.solution_unique_up_to_constant
#print axioms VanLeeuwenSturmLiouville.no_solution_of_vanishing_density
```

```
'VanLeeuwenSturmLiouville.isZeroFluxSolution_iff' depends on axioms: [propext, Classical.choice, Quot.sound]
'VanLeeuwenSturmLiouville.exists_solution_iff' depends on axioms: [propext, Classical.choice, Quot.sound]
'VanLeeuwenSturmLiouville.solution_unique_up_to_constant' depends on axioms: [propext, Classical.choice, Quot.sound]
'VanLeeuwenSturmLiouville.no_solution_of_vanishing_density' depends on axioms: [propext, Classical.choice, Quot.sound]
```
